# The Phillips-Kleinman pseudopotential of least Frobenius norm for orthonormal core orbitals

Take an electron described by two orthonormal basis functions, the first being a core orbital and the second a valence state of energy E. In this basis the Hermitian Hamiltonian is diagonal, with core energy ε and valence energy E. Now add to the potential a term that always produces the core orbital, that is, a matrix whose only non-zero row is the first, with arbitrary entries (x, y). The Hamiltonian becomes

[ε + x, y; 0, E]

and E is still an eigenvalue, whatever x and y are. The potential can therefore be changed without losing the valence energy. If its matrix was [a, b; c, d], it is now

[a + x, b + y; c, d]

and the sum of the squared moduli of its entries is smallest when x = −a and y = −b. The first row is cancelled completely, and the second is out of reach.

The problems below treat any finite number of basis functions and core orbitals. They bear on the freedom in constructing pseudopotentials for electronic-structure work, within a one-electron model in a finite orthonormal basis.

## The potential, the core columns and the norm

Let V be a complex n×n matrix, the potential. Let C be an n×m matrix whose columns are the core orbitals, and F an arbitrary n×m matrix. The superscript ᴴ denotes the conjugate transpose. The generalised Phillips-Kleinman pseudopotential is

W = V + C Fᴴ

and its size is measured by the squared Frobenius norm

‖A‖² = Σᵢ Σⱼ |Aᵢⱼ|².

Here "generalised" means only that F is free. In the original Phillips-Kleinman pseudopotential the core orbitals are orthonormal eigenvectors of the Hamiltonian, and each column of F is the core orbital multiplied by the valence energy minus the energy of that orbital. V need not be Hermitian, and W is in general not Hermitian even if V is. Where orthonormal core orbitals are required, the condition is CᴴC = 1.

In the Lean code `n` and `m` are finite sets of labels, not numbers; their sizes are the n and m of the text.

```lean
import Mathlib

open Matrix

namespace PhillipsKleinmanCancellation

noncomputable section

variable {n m : Type*} [Fintype n] [Fintype m]
```

The real number `frobSq A` is ‖A‖², without a square root, for a matrix of any rectangular shape.

```lean
/-- The squared Frobenius norm of a complex matrix: the sum of the squared moduli of its
entries. -/
def frobSq {k l : Type*} [Fintype k] [Fintype l] (A : Matrix k l ℂ) : ℝ :=
  ∑ i, ∑ j, ‖A i j‖ ^ 2
```

The matrix W is `pseudoPotential V C F`.

```lean
/-- The generalised Phillips-Kleinman pseudopotential `V + C Fᴴ`, where the columns of `C` are
the core orbitals and `F` is arbitrary. -/
def pseudoPotential (V : Matrix n n ℂ) (C F : Matrix n m ℂ) : Matrix n n ℂ :=
  V + C * Fᴴ
```

## (a) The squared norm as a trace

Show that for every complex matrix A

‖A‖² = tr(AᴴA).

**Solution.** The j-th diagonal entry of AᴴA is

(AᴴA)ⱼⱼ = Σᵢ Aᵢⱼ* Aᵢⱼ = Σᵢ |Aᵢⱼ|².

Summing over j gives the trace on the left and, after exchanging the two sums, ‖A‖² on the right.

```lean
/-- The squared Frobenius norm of `A` is the trace of `Aᴴ A`. -/
theorem frobSq_eq_trace {k l : Type*} [Fintype k] [Fintype l] (A : Matrix k l ℂ) :
    (frobSq A : ℂ) = trace (Aᴴ * A) := by
  unfold frobSq
  rw [Finset.sum_comm]
  simp only [Matrix.trace, Matrix.diag_apply, Matrix.mul_apply, Matrix.conjTranspose_apply]
  push_cast
  refine Finset.sum_congr rfl fun j _ => Finset.sum_congr rfl fun i _ => ?_
  exact (Complex.conj_mul' _).symm
```

The trace is a complex number, so the real norm is read as a complex one in the statement. `Finset.sum_comm` exchanges the sums, and `Complex.conj_mul'` is the identity z*z = |z|² for each entry.

## (b) Matrices of zero norm

Show that

‖A‖² = 0 exactly when A = 0.

**Solution.** All terms of the sum are non-negative, so each |Aᵢⱼ|² is at most the sum over row i, which is at most ‖A‖². If ‖A‖² = 0, every entry vanishes. Conversely, the zero matrix has norm zero.

```lean
/-- The squared Frobenius norm vanishes only for the zero matrix. -/
theorem frobSq_eq_zero {k l : Type*} [Fintype k] [Fintype l] (A : Matrix k l ℂ) :
    frobSq A = 0 ↔ A = 0 := by
  constructor
  · intro h
    ext i j
    -- each entry is bounded by its row, and each row by the whole sum
    have h1 : ‖A i j‖ ^ 2 ≤ ∑ j, ‖A i j‖ ^ 2 :=
      Finset.single_le_sum (f := fun j => ‖A i j‖ ^ 2)
        (fun _ _ => sq_nonneg _) (Finset.mem_univ j)
    have h2 : ∑ j, ‖A i j‖ ^ 2 ≤ frobSq A :=
      Finset.single_le_sum (f := fun i => ∑ j, ‖A i j‖ ^ 2)
        (fun _ _ => Finset.sum_nonneg fun _ _ => sq_nonneg _) (Finset.mem_univ i)
    have h3 : ‖A i j‖ ^ 2 = 0 := le_antisymm (by linarith) (sq_nonneg _)
    exact norm_eq_zero.1 ((pow_eq_zero_iff two_ne_zero).1 h3)
  · rintro rfl
    simp [frobSq]
```

The two inequalities are `h1` and `h2`. Together they give `h3`, that the squared modulus of the entry is zero.

## (c) A balance of four norms

Let CᴴC = 1. Show that for all V and F

‖V + CFᴴ‖² + ‖CᴴV‖² = ‖V‖² + ‖Fᴴ + CᴴV‖².

**Solution.** Since (V + CFᴴ)ᴴ = Vᴴ + FCᴴ, expanding the product gives

(V + CFᴴ)ᴴ(V + CFᴴ) = VᴴV + VᴴCFᴴ + FCᴴV + FCᴴCFᴴ.

Orthonormality reduces the last term to FFᴴ. On the other side,

(Fᴴ + CᴴV)ᴴ(Fᴴ + CᴴV) = FFᴴ + FCᴴV + VᴴCFᴴ + VᴴCCᴴV.

The two expansions share FFᴴ and both mixed terms. Adding (CᴴV)ᴴ(CᴴV) = VᴴCCᴴV to the first and VᴴV to the second makes them equal. Taking the trace and using (a) gives the balance. This is completing the square, with matrices in place of numbers.

```lean
/-- Norm balance for orthonormal core orbitals: the squared norms of `V + C Fᴴ` and `Cᴴ V`
add up to those of `V` and `Fᴴ + Cᴴ V`. -/
theorem frobSq_balance [DecidableEq m] {C : Matrix n m ℂ} (hC : Cᴴ * C = 1)
    (V : Matrix n n ℂ) (F : Matrix n m ℂ) :
    frobSq (pseudoPotential V C F) + frobSq (Cᴴ * V) = frobSq V + frobSq (Fᴴ + Cᴴ * V) := by
  have h : Cᴴ * (C * Fᴴ) = Fᴴ := by rw [← Matrix.mul_assoc, hC, Matrix.one_mul]
  -- the balance already holds between the matrices under the trace
  have key : (pseudoPotential V C F)ᴴ * pseudoPotential V C F + (Cᴴ * V)ᴴ * (Cᴴ * V)
      = Vᴴ * V + (Fᴴ + Cᴴ * V)ᴴ * (Fᴴ + Cᴴ * V) := by
    simp only [pseudoPotential, conjTranspose_add, conjTranspose_mul,
      conjTranspose_conjTranspose, Matrix.add_mul, Matrix.mul_add, Matrix.mul_assoc, h]
    abel
  have t := congrArg trace key
  simp only [trace_add, ← frobSq_eq_trace] at t
  exact_mod_cast t
```

The hypothesis `hC` is the orthonormality of the core columns. It enters through `h`, which says Cᴴ(CFᴴ) = Fᴴ. The matrix identity before the trace is `key`: `simp only` expands both sides and `abel` matches the terms. The last line returns from complex to real numbers.

## (d) The smallest pseudopotential

Let CᴴC = 1 and let V be given. Show that the minimum over all F is

min ‖V + CFᴴ‖² = tr(VᴴV) − tr(VᴴCCᴴV)

and that it is attained exactly when

Fᴴ = −CᴴV.

**Solution.** Solve the balance in (c) for the norm of the pseudopotential:

‖V + CFᴴ‖² = ‖V‖² − ‖CᴴV‖² + ‖Fᴴ + CᴴV‖².

Only the last term depends on F. It is never negative, and by (b) it vanishes exactly when Fᴴ + CᴴV = 0. Such an F exists, namely F = −VᴴC. The minimum is then ‖V‖² − ‖CᴴV‖², which (a) turns into the stated traces. The minimising pseudopotential is V − CCᴴV, the potential with its projection onto the core space removed from the left.

```lean
/-- Cancellation theorem: for orthonormal core orbitals the choice `Fᴴ = -Cᴴ V`, and no other,
gives `V + C Fᴴ` the smallest Frobenius norm. The squared minimum is
`tr (Vᴴ V) - tr (Vᴴ C Cᴴ V)`. -/
theorem cancellation [DecidableEq m] {C : Matrix n m ℂ} (hC : Cᴴ * C = 1)
    (V : Matrix n n ℂ) :
    (frobSq (pseudoPotential V C (-(Vᴴ * C))) : ℂ)
        = trace (Vᴴ * V) - trace (Vᴴ * C * Cᴴ * V) ∧
      ∀ F : Matrix n m ℂ,
        frobSq (pseudoPotential V C (-(Vᴴ * C))) ≤ frobSq (pseudoPotential V C F) ∧
        (frobSq (pseudoPotential V C F) = frobSq (pseudoPotential V C (-(Vᴴ * C))) ↔
          Fᴴ = -(Cᴴ * V)) := by
  have h0 : (-(Vᴴ * C))ᴴ = -(Cᴴ * V) := by
    rw [conjTranspose_neg, conjTranspose_mul, conjTranspose_conjTranspose]
  have z : frobSq (0 : Matrix m n ℂ) = 0 := (frobSq_eq_zero _).2 rfl
  -- at the optimal choice the last term of the balance vanishes
  have p0 := frobSq_balance hC V (-(Vᴴ * C))
  rw [h0, neg_add_cancel, z, add_zero] at p0
  refine ⟨?_, fun F => ?_⟩
  · have t2 : (frobSq (Cᴴ * V) : ℂ) = trace (Vᴴ * C * Cᴴ * V) := by
      rw [frobSq_eq_trace, conjTranspose_mul, conjTranspose_conjTranspose]
      simp only [Matrix.mul_assoc]
    rw [← frobSq_eq_trace V, ← t2, ← p0]
    push_cast
    ring
  · have p := frobSq_balance hC V F
    have hn : 0 ≤ frobSq (Fᴴ + Cᴴ * V) :=
      Finset.sum_nonneg fun _ _ => Finset.sum_nonneg fun _ _ => sq_nonneg _
    refine ⟨by linarith, ?_⟩
    rw [eq_neg_iff_add_eq_zero, ← frobSq_eq_zero]
    constructor <;> intro h <;> linarith
```

The minimiser appears in the code as F itself, `-(Vᴴ * C)`, and `h0` converts it to the form with Fᴴ. The theorem has three parts: the value at this F, the inequality against every other F, and the statement that equality holds only for Fᴴ = −CᴴV. The balance is used twice, as `p0` at the minimiser and as `p` at a general F; `linarith` compares the two.

The name "cancellation theorem" is usually attached to the observation that the repulsive core term nearly cancels the attractive potential inside the atom. The theorem here identifies the best cancellation in the Frobenius norm, and makes no claim that the remainder is small.

The matrices describe one electron in a finite basis. The other electrons of a real atom can enter only through a fixed effective potential contained in V. Even for one electron, the Frobenius norm of a non-zero local potential diverges in the passage to a complete basis, so the minimum has a meaning only for the chosen finite basis.

## (e) The minimiser recognised by its core component

Let CᴴC = 1. Show that

Cᴴ(V + CFᴴ) = 0 exactly when Fᴴ = −CᴴV.

**Solution.** Multiplying out and using orthonormality,

Cᴴ(V + CFᴴ) = CᴴV + Fᴴ,

which is zero exactly for the stated Fᴴ. The pseudopotential of least norm is thus the one that sends every state to a vector orthogonal to all core orbitals. It may still act on the core orbitals themselves, since only the product with Cᴴ from the left has to vanish.

```lean
/-- For orthonormal core orbitals, the pseudopotential has no component left in the core space,
`Cᴴ (V + C Fᴴ) = 0`, exactly when `Fᴴ = -Cᴴ V`. -/
theorem core_component_eq_zero_iff [DecidableEq m] {C : Matrix n m ℂ} (hC : Cᴴ * C = 1)
    (V : Matrix n n ℂ) (F : Matrix n m ℂ) :
    Cᴴ * pseudoPotential V C F = 0 ↔ Fᴴ = -(Cᴴ * V) := by
  rw [pseudoPotential, Matrix.mul_add, ← Matrix.mul_assoc, hC, Matrix.one_mul,
    eq_neg_iff_add_eq_zero, add_comm]
```

The proof is the same calculation as a chain of rewrites, with `hC` replacing CᴴC by 1.

## (f) The valence energy for every F

Let T be a further n×n matrix, the kinetic energy, with T + V Hermitian. Let ψ ≠ 0 satisfy (T + V)ψ = Eψ with E real, and let ψ be orthogonal to the core columns, Cᴴψ = 0. Show that for every F there is a vector φ ≠ 0 with

(T + V + CFᴴ)φ = Eφ.

**Solution.** The state ψ itself need not be an eigenvector any more, because Fᴴψ can be non-zero. Its conjugate row still works from the left. Taking adjoints of the two assumptions gives

ψᴴ(T + V) = Eψᴴ and ψᴴC = 0,

and therefore

ψᴴ(T + V + CFᴴ − E·1) = 0.

A square matrix with a non-zero left null vector has determinant zero, and so it also has a non-zero right null vector φ. This is the required eigenvector.

```lean
/-- If the Hermitian Hamiltonian `T + V` has an eigenvector `ψ` of energy `E` orthogonal to the
core orbitals, then `E` is also an eigenvalue of `T + V + C Fᴴ`, for every `F`. -/
theorem valence_energy_preserved [DecidableEq n] {T V : Matrix n n ℂ} {C : Matrix n m ℂ}
    {ψ : n → ℂ} {E : ℝ} (hH : (T + V).IsHermitian) (hψ : (T + V) *ᵥ ψ = (E : ℂ) • ψ)
    (hne : ψ ≠ 0) (hcore : Cᴴ *ᵥ ψ = 0) (F : Matrix n m ℂ) :
    ∃ φ : n → ℂ, φ ≠ 0 ∧ (T + pseudoPotential V C F) *ᵥ φ = (E : ℂ) • φ := by
  have a : star ψ ᵥ* (T + V) = (E : ℂ) • star ψ := by
    have h := congrArg star hψ
    rw [star_mulVec, hH.eq] at h
    rw [h, star_smul, Complex.star_def, Complex.conj_ofReal]
  have b : star ψ ᵥ* C = 0 := by
    have h := congrArg star hcore
    rwa [star_mulVec, conjTranspose_conjTranspose, star_zero] at h
  -- the valence state remains a left eigenvector
  have hl : star ψ ᵥ* (T + pseudoPotential V C F - (E : ℂ) • (1 : Matrix n n ℂ)) = 0 := by
    rw [pseudoPotential, ← add_assoc, vecMul_sub, vecMul_add, ← vecMul_vecMul, a, b,
      zero_vecMul, vecMul_smul, vecMul_one, add_zero, sub_self]
  -- a singular matrix also has a right null vector
  have hdet := exists_vecMul_eq_zero_iff.1 ⟨star ψ, star_ne_zero.2 hne, hl⟩
  obtain ⟨φ, hφ, h⟩ := exists_mulVec_eq_zero_iff.2 hdet
  rw [sub_mulVec, smul_mulVec, one_mulVec, sub_eq_zero] at h
  exact ⟨φ, hφ, h⟩
```

In Lean `star ψ ᵥ* M` is the row vector ψᴴM and `M *ᵥ φ` is the column vector Mφ. The adjoint equations are `a` and `b`, and `hl` is the left null vector. The two lemmas `exists_vecMul_eq_zero_iff` and `exists_mulVec_eq_zero_iff` lead from it to the determinant and from there to φ.

The core columns need not be orthonormal here, nor eigenvectors of T + V. The theorem can be applied to each eigenvector of T + V that is orthogonal to the core columns, and each time it keeps that energy in the spectrum. It says nothing about levels without such an eigenvector, and φ in general depends on F.

## (g) A two-level example

Verify that the following data meet every condition used above:

T = [20, 0; 0, 20], V = [−4, −12; −12, −11],

C = (3/5, 4/5)ᵀ, ψ = (4, −3)ᵀ, E = 25.

**Solution.** The core orbital is normalised, since 9/25 + 16/25 = 1. The Hamiltonian

T + V = [16, −12; −12, 9]

is real and symmetric, hence Hermitian. It acts on ψ as

(T + V)ψ = (64 + 36, −48 − 27)ᵀ = (100, −75)ᵀ = 25ψ.

Finally, ψ is not zero, and Cᴴψ = 12/5 − 12/5 = 0. The vector ψ has length 5; the normalised valence state is (4/5, −3/5)ᵀ.

The example also puts numbers to (d). Here CᴴV = (−12, −16), so the best choice is Fᴴ = (12, 16). The squared norm falls from ‖V‖² = 425 to 425 − 400 = 25, and the pseudopotential is

W = [16/5, −12/5; −12/5, 9/5].

The eigenvalues of T + V are 0 and 25, those of T + W are 20 and 25. The valence level stays and the core level moves up. The Lean theorem checks the five conditions on the data, while this last comparison is arithmetic added for illustration.

```lean
/-- A two-dimensional model with core orbital `(3/5, 4/5)` and valence vector `(4, -3)` of
energy 25: the core orbital is normalised, the Hamiltonian is Hermitian, and the valence vector
is a non-zero eigenvector orthogonal to the core. -/
theorem valence_energy_preserved_witness :
    (!![3/5; 4/5] : Matrix (Fin 2) (Fin 1) ℂ)ᴴ *
      (!![3/5; 4/5] : Matrix (Fin 2) (Fin 1) ℂ) = 1 ∧
    (!![20, 0; 0, 20] + !![-4, -12; -12, -11] : Matrix (Fin 2) (Fin 2) ℂ).IsHermitian ∧
    (!![20, 0; 0, 20] + !![-4, -12; -12, -11] : Matrix (Fin 2) (Fin 2) ℂ) *ᵥ ![4, -3]
      = ((25 : ℝ) : ℂ) • (![4, -3] : Fin 2 → ℂ) ∧
    (![4, -3] : Fin 2 → ℂ) ≠ 0 ∧
    (!![3/5; 4/5] : Matrix (Fin 2) (Fin 1) ℂ)ᴴ *ᵥ ![4, -3] = 0 := by
  have s3 : star (3/5 : ℂ) = 3/5 := by
    have h : (3/5 : ℂ) = ((3/5 : ℝ) : ℂ) := by norm_num
    rw [h, Complex.star_def, Complex.conj_ofReal]
  have s4 : star (4/5 : ℂ) = 4/5 := by
    have h : (4/5 : ℂ) = ((4/5 : ℝ) : ℂ) := by norm_num
    rw [h, Complex.star_def, Complex.conj_ofReal]
  -- the core orbital is real, so its adjoint is the plain row vector
  have hc : (!![3/5; 4/5] : Matrix (Fin 2) (Fin 1) ℂ)ᴴ = !![3/5, 4/5] := by
    ext i j
    fin_cases i
    fin_cases j
    · exact s3
    · exact s4
  refine ⟨?_, ?_, ?_, ?_, ?_⟩
  · rw [hc]
    ext i j
    fin_cases i
    fin_cases j
    norm_num [Matrix.mul_apply, Fin.sum_univ_succ]
  · ext i j
    fin_cases i <;> fin_cases j <;> norm_num [Matrix.conjTranspose_apply]
  · ext i
    fin_cases i <;> norm_num [Matrix.mulVec, dotProduct, Fin.sum_univ_succ]
  · intro h
    have h0 := congrFun h 0
    norm_num at h0
  · rw [hc]
    ext i
    fin_cases i
    norm_num [Matrix.mulVec, dotProduct, Fin.sum_univ_succ]

end

end PhillipsKleinmanCancellation
```

Each condition is one part of the conjunction. The auxiliary facts `s3` and `s4` say that 3/5 and 4/5 equal their own complex conjugates, so that `hc` can write Cᴴ as a plain row. The remaining goals are checked entry by entry with `norm_num`.

```lean
#print axioms PhillipsKleinmanCancellation.cancellation
-- 'PhillipsKleinmanCancellation.cancellation' depends on axioms: [propext, Classical.choice, Quot.sound]
#print axioms PhillipsKleinmanCancellation.core_component_eq_zero_iff
-- 'PhillipsKleinmanCancellation.core_component_eq_zero_iff' depends on axioms: [propext, Classical.choice, Quot.sound]
#print axioms PhillipsKleinmanCancellation.valence_energy_preserved
-- 'PhillipsKleinmanCancellation.valence_energy_preserved' depends on axioms: [propext, Classical.choice, Quot.sound]
```
